# Four-site ring exchange of spins 1/2 is not a sum of two-body operators

For spins 1/2 on sites 0, 1, 2, 3, let \(P_{ij}\) exchange the spins of sites \(i\) and \(j\), and let \(C\) shift all four cyclically. Then

\[
C+C^{-1}=P_{01}P_{23}+P_{03}P_{12}-P_{02}P_{13}+P_{02}+P_{13}-1 .
\]

This operator is not a linear combination of operators that each act on at most two sites. In particular, it is not a combination of the identity and the six exchanges. For an isolated four-spin plaquette, a Heisenberg model with pair couplings only therefore cannot equal ring exchange as an operator, though it may still match selected energies.

## States, permutations and one-site operators

In Lean 4 with Mathlib:

```lean
import Mathlib

open Function

namespace FourSiteRingExchange

noncomputable section
```

A state \(\psi\) gives a complex amplitude to each configuration \(s=(a,b,c,d)\), with 0 for up and 1 for down.

```lean
/-- A state of four spins 1/2: a complex amplitude for each configuration of the sites
0, 1, 2, 3, with spin values 0 (up) and 1 (down). -/
abbrev State := (Fin 4 → Fin 2) → ℂ
```

Permutations relabel sites: `perm σ` gives `s` the old amplitude of `s ∘ σ`. The direction convention for \(C\) is immaterial, because both directions are added.

```lean
/-- The operator that permutes the four sites: the new amplitude of a configuration `s` is the
old amplitude of `s ∘ σ`. -/
def perm (σ : Equiv.Perm (Fin 4)) : Module.End ℂ State :=
  LinearMap.funLeft ℂ ℂ (fun s : Fin 4 → Fin 2 => s ∘ σ)

/-- The exchange operator of the sites `i` and `j`. -/
def P (i j : Fin 4) : Module.End ℂ State := perm (Equiv.swap i j)

/-- The cyclic permutation 0 → 1 → 2 → 3 → 0 of the sites. -/
def cyc : Equiv.Perm (Fin 4) where
  toFun i := i + 1
  invFun i := i - 1
  left_inv i := by simp
  right_inv i := by simp

/-- Four-site ring exchange: the cyclic shift plus the reverse shift. -/
def ringExchange : Module.End ℂ State := perm cyc + perm cyc⁻¹
```

A 2 by 2 matrix acts on one chosen spin, and `spinDot i j` is \(\sigma_i\cdot\sigma_j\), built from the Pauli matrices.

```lean
/-- The operator that acts with the 2 by 2 matrix `A` on the spin at site `i`. -/
def site (i : Fin 4) (A : Matrix (Fin 2) (Fin 2) ℂ) : Module.End ℂ State where
  toFun ψ s := ∑ b, A (s i) b * ψ (update s i b)
  map_add' ψ φ := by
    funext s
    simp only [Fin.sum_univ_two, Pi.add_apply]
    ring
  map_smul' c ψ := by
    funext s
    simp only [Fin.sum_univ_two, Pi.smul_apply, smul_eq_mul, RingHom.id_apply]
    ring

/-- The Pauli matrix σx. -/
def pauliX : Matrix (Fin 2) (Fin 2) ℂ := !![0, 1; 1, 0]

/-- The Pauli matrix σy. -/
def pauliY : Matrix (Fin 2) (Fin 2) ℂ := !![0, -Complex.I; Complex.I, 0]

/-- The Pauli matrix σz. -/
def pauliZ : Matrix (Fin 2) (Fin 2) ℂ := !![1, 0; 0, -1]

/-- The Heisenberg coupling σᵢ·σⱼ of the sites `i` and `j`. -/
def spinDot (i j : Fin 4) : Module.End ℂ State :=
  site i pauliX * site j pauliX + site i pauliY * site j pauliY + site i pauliZ * site j pauliZ
```

Every operator on two sites is a linear combination of products of one-site operators, so the space `twoBody` below contains all of them: anisotropic couplings and, since either matrix may be the identity, also fields. Its coefficients are complex, so real fits are included. The state `neel` is a normalised basis state.

```lean
/-- The linear span of all products of two one-site operators. -/
def twoBody : Submodule ℂ (Module.End ℂ State) :=
  Submodule.span ℂ {T | ∃ i j A B, T = site i A * site j B}

/-- The Néel state with spins up, down, up, down on the sites 0, 1, 2, 3. -/
def neel : State := fun s => if s = ![0, 1, 0, 1] then 1 else 0
```

## Two spin values on each site

Physically, this hypothesis is spin 1/2; in the file it is the type `Fin 2`. Evaluated at \((a,b,c,d)\), the ring identity reads

\[
\begin{aligned}
\psi(b,c,d,a)+\psi(d,a,b,c)={}&\psi(b,a,d,c)+\psi(d,c,b,a)-\psi(c,d,a,b)\\
&+\psi(c,b,a,d)+\psi(a,d,c,b)-\psi(a,b,c,d).
\end{aligned}
\]

- If \(a=c\), the last four terms cancel in pairs, and the first two on the right equal the left side.
- If \(b=d\), the same happens.
- If \(a\ne c\) and \(b\ne d\), two values leave only \(a=b,\ c=d\) or \(a=d,\ b=c\). The first two terms on the right then cancel against the two negative ones, and \(\psi(c,b,a,d)+\psi(a,d,c,b)\) is the left side.

With three values per site the identity fails: at \((0,0,1,2)\), the state with amplitude 1 at \((0,1,2,0)\) and 0 elsewhere gives 1 on the left and 0 on the right.

The first theorem below justifies reading `perm cyc⁻¹` as \(C^{-1}\). In the second, `h1` to `h7` compute the relabelled configurations, `rcases` splits the goal into the sixteen spin assignments, and `ring` checks each one.

```lean
/-- The operator of the inverse permutation undoes the operator of the permutation. -/
theorem perm_mul_perm_inv (σ : Equiv.Perm (Fin 4)) : perm σ * perm σ⁻¹ = 1 := by
  refine LinearMap.ext fun ψ => funext fun s => ?_
  change ψ ((s ∘ σ) ∘ ⇑σ⁻¹) = ψ s
  congr 1
  funext k
  exact congrArg s (σ.apply_symm_apply k)

/-- For four spins 1/2, ring exchange is a combination of the identity, pair exchanges and products
of two exchanges on disjoint pairs. -/
theorem ringExchange_eq :
    ringExchange = P 0 1 * P 2 3 + P 0 3 * P 1 2 - P 0 2 * P 1 3 + P 0 2 + P 1 3 - 1 := by
  refine LinearMap.ext fun ψ => funext fun s => ?_
  obtain ⟨a, b, c, d, rfl⟩ : ∃ a b c d, s = ![a, b, c, d] :=
    ⟨s 0, s 1, s 2, s 3, by funext i; fin_cases i <;> rfl⟩
  -- where each permutation sends the configuration
  have h1 : ![a, b, c, d] ∘ ⇑cyc = ![b, c, d, a] := by
    funext i; fin_cases i <;> rfl
  have h2 : ![a, b, c, d] ∘ ⇑cyc⁻¹ = ![d, a, b, c] := by
    funext i; fin_cases i <;> rfl
  have h3 : (![a, b, c, d] ∘ ⇑(Equiv.swap (0 : Fin 4) 1)) ∘ ⇑(Equiv.swap (2 : Fin 4) 3)
      = ![b, a, d, c] := by funext i; fin_cases i <;> rfl
  have h4 : (![a, b, c, d] ∘ ⇑(Equiv.swap (0 : Fin 4) 3)) ∘ ⇑(Equiv.swap (1 : Fin 4) 2)
      = ![d, c, b, a] := by funext i; fin_cases i <;> rfl
  have h5 : (![a, b, c, d] ∘ ⇑(Equiv.swap (0 : Fin 4) 2)) ∘ ⇑(Equiv.swap (1 : Fin 4) 3)
      = ![c, d, a, b] := by funext i; fin_cases i <;> rfl
  have h6 : ![a, b, c, d] ∘ ⇑(Equiv.swap (0 : Fin 4) 2) = ![c, b, a, d] := by
    funext i; fin_cases i <;> rfl
  have h7 : ![a, b, c, d] ∘ ⇑(Equiv.swap (1 : Fin 4) 3) = ![a, d, c, b] := by
    funext i; fin_cases i <;> rfl
  change ψ (![a, b, c, d] ∘ ⇑cyc) + ψ (![a, b, c, d] ∘ ⇑cyc⁻¹)
    = ψ ((![a, b, c, d] ∘ ⇑(Equiv.swap (0 : Fin 4) 1)) ∘ ⇑(Equiv.swap (2 : Fin 4) 3))
    + ψ ((![a, b, c, d] ∘ ⇑(Equiv.swap (0 : Fin 4) 3)) ∘ ⇑(Equiv.swap (1 : Fin 4) 2))
    - ψ ((![a, b, c, d] ∘ ⇑(Equiv.swap (0 : Fin 4) 2)) ∘ ⇑(Equiv.swap (1 : Fin 4) 3))
    + ψ (![a, b, c, d] ∘ ⇑(Equiv.swap (0 : Fin 4) 2))
    + ψ (![a, b, c, d] ∘ ⇑(Equiv.swap (1 : Fin 4) 3)) - ψ ![a, b, c, d]
  rw [h3, h4, h5, h1, h2, h6, h7]
  -- each spin has only two values
  have two : ∀ x : Fin 2, x = 0 ∨ x = 1 := by decide
  rcases two a with rfl | rfl <;> rcases two b with rfl | rfl <;>
    rcases two c with rfl | rfl <;> rcases two d with rfl | rfl <;> ring
```

## Two different sites in an exchange

The hypothesis `i ≠ j` says that two distinct spins are exchanged. On equal spins, the \(xx\) and \(yy\) terms cancel and \(zz\) gives 1, so \((1+\sigma_i\cdot\sigma_j)/2\) acts as 1. On opposite spins, \(xx\) and \(yy\) each flip both spins and \(zz\) gives \(-1\), so the result is the exchange. Hence

\[
P_{ij}=\tfrac12(1+\sigma_i\cdot\sigma_j).
\]

For \(i=j\) this fails: the left side is 1, while \(\sigma_i\cdot\sigma_i=3\) makes the right side 2.

The proof uses the hypothesis in `hS`, where changing spin \(i\) must leave spin \(j\) alone. It then checks the four spin pairs.

```lean
/-- Dirac's exchange identity: for two different sites, Pᵢⱼ = (1 + σᵢ·σⱼ)/2. -/
theorem dirac_exchange {i j : Fin 4} (h : i ≠ j) :
    P i j = (1 / 2 : ℂ) • (1 + spinDot i j) := by
  refine LinearMap.ext fun ψ => funext fun s => ?_
  -- write every amplitude through the spins at i and j
  have hP : P i j ψ s = ψ (update (update s i (s j)) j (s i)) := by
    change ψ (s ∘ ⇑(Equiv.swap i j)) = _
    congr 1
    funext k
    by_cases hj : k = j
    · subst hj; simp
    · by_cases hi : k = i
      · subst hi; simp [hj]
      · simp [hi, hj, Equiv.swap_apply_of_ne_of_ne hi hj]
  have h1 : ψ s = ψ (update (update s i (s i)) j (s j)) := by simp
  have hS (A B : Matrix (Fin 2) (Fin 2) ℂ) : (site i A * site j B) ψ s
      = ∑ b, ∑ c, A (s i) b * (B (s j) c * ψ (update (update s i b) j c)) := by
    change ∑ b, A (s i) b * ∑ c, B (update s i b j) c * ψ (update (update s i b) j c) = _
    simp only [update_of_ne h.symm, Finset.mul_sum]
  change P i j ψ s = (1 / 2 : ℂ) * (ψ s + ((site i pauliX * site j pauliX) ψ s
    + (site i pauliY * site j pauliY) ψ s + (site i pauliZ * site j pauliZ) ψ s))
  rw [hP, hS, hS, hS, h1]
  generalize s i = a
  generalize s j = b
  have hI (z : ℂ) : Complex.I * (Complex.I * z) = -z := by
    rw [← mul_assoc, Complex.I_mul_I, neg_one_mul]
  have two : ∀ x : Fin 2, x = 0 ∨ x = 1 := by decide
  rcases two a with rfl | rfl <;> rcases two b with rfl | rfl <;>
    simp [Fin.sum_univ_two, pauliX, pauliY, pauliZ, hI] <;> ring
```

Write \(D_{ij}=\sigma_i\cdot\sigma_j\). The three products of exchanges contribute

\[
\tfrac14\bigl(1+D_{01}+D_{23}+D_{03}+D_{12}-D_{02}-D_{13}+D_{01}D_{23}+D_{03}D_{12}-D_{02}D_{13}\bigr),
\]

and \(P_{02}+P_{13}-1=\tfrac12(D_{02}+D_{13})\). In the sum, all six couplings have weight \(1/4\). The proof makes the same substitution, and `module` collects the terms.

```lean
/-- Ring exchange in spin operators: a constant, all six Heisenberg couplings with equal weight,
and three four-spin terms. -/
theorem ringExchange_spin_form :
    ringExchange = (1 / 4 : ℂ) • (1 + spinDot 0 1 + spinDot 1 2 + spinDot 2 3 + spinDot 0 3
      + spinDot 0 2 + spinDot 1 3 + spinDot 0 1 * spinDot 2 3 + spinDot 0 3 * spinDot 1 2
      - spinDot 0 2 * spinDot 1 3) := by
  rw [ringExchange_eq, dirac_exchange (i := 0) (j := 1) (by decide),
    dirac_exchange (i := 2) (j := 3) (by decide), dirac_exchange (i := 0) (j := 3) (by decide),
    dirac_exchange (i := 1) (j := 2) (by decide), dirac_exchange (i := 0) (j := 2) (by decide),
    dirac_exchange (i := 1) (j := 3) (by decide)]
  simp only [smul_mul_assoc, mul_smul_comm, mul_add, add_mul, one_mul, mul_one]
  module
```

As a numerical instance, take the matrix element from \((0,1,0,1)\) to \((1,0,1,0)\). The constant and the single couplings give 0. Each of \(D_{01}D_{23}\) and \(D_{03}D_{12}\) gives \(2\cdot2=4\), and \(D_{02}D_{13}\) gives 0. The total is \((4+4)/4=2\).

## At most two sites in each term

The hypothesis `T ∈ twoBody` restricts interactions to pairs. A product of two one-site operators changes at most two spins, whereas the two Néel configurations differ in four. Its matrix element between them is therefore 0, and so is that of any linear combination. The proof checks the configurations with `decide` and extends the result by induction over the span.

```lean
set_option maxRecDepth 10000 in
/-- A two-body operator has no matrix element between the Néel state and the configuration with
all four spins reversed. -/
theorem twoBody_neel {T : Module.End ℂ State} (hT : T ∈ twoBody) :
    T neel ![1, 0, 1, 0] = 0 := by
  -- changing two spins never reverses all four
  have hne : ∀ (i j : Fin 4) (b c : Fin 2),
      update (update (![1, 0, 1, 0] : Fin 4 → Fin 2) i b) j c ≠ ![0, 1, 0, 1] := by decide
  have hz (i j : Fin 4) (b c : Fin 2) :
      neel (update (update (![1, 0, 1, 0] : Fin 4 → Fin 2) i b) j c) = 0 := if_neg (hne i j b c)
  unfold twoBody at hT
  induction hT using Submodule.span_induction with
  | mem T h =>
    obtain ⟨i, j, A, B, rfl⟩ := h
    change ∑ b, A ((![1, 0, 1, 0] : Fin 4 → Fin 2) i) b *
      ∑ c, B (update (![1, 0, 1, 0] : Fin 4 → Fin 2) i b j) c *
        neel (update (update (![1, 0, 1, 0] : Fin 4 → Fin 2) i b) j c) = 0
    simp only [hz, mul_zero, Finset.sum_const_zero]
  | zero => rfl
  | add S T _ _ hS hT =>
    change S neel ![1, 0, 1, 0] + T neel ![1, 0, 1, 0] = 0
    rw [hS, hT, add_zero]
  | smul c T _ hT =>
    change c * T neel ![1, 0, 1, 0] = 0
    rw [hT, mul_zero]
```

Both cyclic shifts turn one Néel configuration into the other, so ring exchange has matrix element \(1+1=2\). Membership in `twoBody` would give \(0=2\).

```lean
/-- Ring exchange reverses all four spins of the Néel state with amplitude 2. -/
theorem ringExchange_neel : ringExchange neel ![1, 0, 1, 0] = 2 := by
  have h1 : (![1, 0, 1, 0] : Fin 4 → Fin 2) ∘ ⇑cyc = ![0, 1, 0, 1] := by
    funext i; fin_cases i <;> rfl
  have h2 : (![1, 0, 1, 0] : Fin 4 → Fin 2) ∘ ⇑cyc⁻¹ = ![0, 1, 0, 1] := by
    funext i; fin_cases i <;> rfl
  change neel (![1, 0, 1, 0] ∘ ⇑cyc) + neel (![1, 0, 1, 0] ∘ ⇑cyc⁻¹) = 2
  rw [h1, h2]
  norm_num [neel]

/-- Ring exchange is not a linear combination of two-body operators of any kind. -/
theorem ringExchange_not_twoBody : ringExchange ∉ twoBody := fun h => by
  have h0 := twoBody_neel h
  rw [ringExchange_neel] at h0
  norm_num at h0
```

If products of four one-site operators are allowed, the exclusion fails, as the spin form shows.

For the exchange-only statement, the identity is a product of two one-site identities, and Dirac's identity puts every \(P_{ij}\) in `twoBody`. Their span therefore lies there too, which `Submodule.span_le` expresses, and ring exchange is excluded.

```lean
/-- Ring exchange is not in the linear span of the identity and the six pair exchanges. -/
theorem ringExchange_not_pair_exchange :
    ringExchange ∉ Submodule.span ℂ (insert 1 {T | ∃ i j, i ≠ j ∧ T = P i j}) := by
  have hmem (i j : Fin 4) (A B : Matrix (Fin 2) (Fin 2) ℂ) : site i A * site j B ∈ twoBody :=
    Submodule.subset_span ⟨i, j, A, B, rfl⟩
  have hsite : site 0 1 = 1 := by
    refine LinearMap.ext fun ψ => funext fun s => ?_
    change ∑ b, (1 : Matrix (Fin 2) (Fin 2) ℂ) (s 0) b * ψ (update s 0 b) = ψ s
    simp [Matrix.one_apply]
  have hone : (1 : Module.End ℂ State) ∈ twoBody := by
    have h := hmem 0 0 1 1
    rwa [hsite, one_mul] at h
  -- by Dirac's identity every pair exchange is a two-body operator
  refine fun h => ringExchange_not_twoBody (Submodule.span_le.mpr ?_ h)
  rintro T (rfl | ⟨i, j, hij, rfl⟩)
  · exact hone
  · rw [dirac_exchange hij]
    exact twoBody.smul_mem _ (twoBody.add_mem hone
      (twoBody.add_mem (twoBody.add_mem (hmem _ _ _ _) (hmem _ _ _ _)) (hmem _ _ _ _)))

end

end FourSiteRingExchange
```

```lean
#print axioms FourSiteRingExchange.perm_mul_perm_inv
#print axioms FourSiteRingExchange.ringExchange_spin_form
#print axioms FourSiteRingExchange.ringExchange_not_twoBody
#print axioms FourSiteRingExchange.ringExchange_not_pair_exchange
```

```
'FourSiteRingExchange.perm_mul_perm_inv' depends on axioms: [propext, Classical.choice, Quot.sound]
'FourSiteRingExchange.ringExchange_spin_form' depends on axioms: [propext, Classical.choice, Quot.sound]
'FourSiteRingExchange.ringExchange_not_twoBody' depends on axioms: [propext, Classical.choice, Quot.sound]
'FourSiteRingExchange.ringExchange_not_pair_exchange' depends on axioms: [propext, Classical.choice, Quot.sound]
```
